# With real symmetric matrices, n amplitude corrections give 2n energy terms in linearized coupled cluster

## Does the functional leave any fragments of higher order?

In linearized coupled cluster, the first n amplitude corrections are said to fix the first 2n energy terms. I solve

(D + V) t + b = 0,

where D holds the zeroth-order excitation energies, V the fluctuation coupling between excited determinants, and b their coupling to the reference. The correlation energy is b·t. If I stop the expansion in V after n corrections and call the sum t_n, then b·t_n contains only n energy terms. The functional

J(x) = 2 b·x + xᵀ(D + V)x

is stationary at the solution when D + V is symmetric, so I expect J(t_n) to do better. But does it give exactly the next n terms, or also incomplete pieces of later ones?

## The residual supplies exactly the next n terms

It gives exactly the first 2n terms and nothing else, provided that D is real, symmetric and invertible and V is real and symmetric. Write M = −D⁻¹V, c = −D⁻¹b and a_k = M^k c, so that t_n is the sum of a_k over k < n. Then

J(t_n) = Σ_{k<2n} b·a_k.

For n = 1, the leading amplitudes c give both b·c and b·(Mc).

**From the amplitudes to the energy.** The definitions of c and M give

D a_0 = −b,
D a_{k+1} = D M a_k = −V a_k.

Replace b by −D a_0 and each V a_k by −D a_{k+1} in the amplitude equations at t_n. The sum telescopes:

(D + V) t_n + b = Σ_{k<n} D a_k − Σ_{k<n} D a_{k+1} − D a_0 = −D a_n.

Next, symmetry lets a power of M pass from one side of a scalar product to the other:

a_{j+1}·(D a_k) = (D a_{j+1})·a_k = −(V a_j)·a_k = −a_j·(V a_k) = a_j·(D a_{k+1}).

Repeating this until the left index is zero, and using a_0·(D a_m) = (D a_0)·a_m = −b·a_m, gives

a_j·(D a_k) = −b·a_{j+k}.

Now insert the residual into J:

J(t_n) = 2 b·t_n + t_n·(−b − D a_n)
= b·t_n − t_n·(D a_n)
= Σ_{k<n} b·a_k + Σ_{k<n} b·a_{n+k}.

The two sums together run over all k < 2n.

**Counting orders.** Multiply V and b by a coupling strength l. Then a_k becomes l^(k+1) a_k, and its energy term becomes l^(k+2) b·a_k. Amplitudes of orders 1 through n therefore give energy terms of orders 2 through 2n+1, the familiar count of Wigner's rule. These are orders of the linearized model's own energy; the rule for the full Schrödinger energy also has to handle renormalization terms, which this linear equation lacks.

**What remains of the exact energy.** Any solution t satisfies t = c + M t. Iterating m times gives t = t_m + M^m t. With m = 2n, the scalar product with b yields

b·t = J(t_n) + b·(M^(2n) t).

This needs no convergence of the series, but it doesn't say that the remainder is small.

**Reading the Lean statements.** The finite type `ι` labels the excited determinants, `*ᵥ` applies a matrix to a vector, and `⬝ᵥ` is the real scalar product. The objects M, c, a_k, t_n and J are `stepMatrix`, `leadingAmp`, `orderAmp`, `amplitude` and `lccFunctional`. The index of `orderAmp` counts powers of V, so it is one less than the usual perturbation order. `Finset.range n` runs from 0 to n − 1, and at n = 0 both sides of the rule vanish.

The hypothesis `IsUnit D.det` says that D is invertible: no zeroth-order excitation energy is zero. D need not be diagonal or positive. The `IsSymm` hypotheses hold, for example, when only double excitations are kept and both the Hamiltonian and its zeroth-order part are Hermitian, with real matrix elements in an orthonormal determinant basis. They can fail for larger excitation spaces: with singles and triples both included, the triples enter the singles equations, but the singles don't enter the triples equations linearly, so the matrix is in general not symmetric. In `energy_remainder`, the solution t is assumed through `ht`; neither its existence nor its uniqueness is claimed. Building D, V and b from a molecular Hamiltonian is the step that connects these matrices to a molecule, and it lies before the theorems begin.

For a finite, real, symmetric linearized model, the result bears on iterative solvers: the update t ← −D⁻¹(b + V t), started from zero, produces t_n after n steps, and J then gives 2n energy terms where b·t_n gives n. Evaluating J(t_n) takes the product V t_n, which the next update needs as well.

```lean
import Mathlib

open Matrix

namespace LinearizedCCWigner

noncomputable section

variable {ι : Type*} [Fintype ι] [DecidableEq ι]

/-- The matrix `M = -D⁻¹ V` that raises the amplitudes by one order in the coupling `V`,
for invertible `D`. -/
def stepMatrix (D V : Matrix ι ι ℝ) : Matrix ι ι ℝ := -(D⁻¹ * V)

/-- The leading amplitudes `c = -D⁻¹ b`, for invertible `D`. -/
def leadingAmp (D : Matrix ι ι ℝ) (b : ι → ℝ) : ι → ℝ := -(D⁻¹ *ᵥ b)

/-- The amplitude correction `M ^ k c` containing `k` powers of the coupling `V`,
for invertible `D`. -/
def orderAmp (D V : Matrix ι ι ℝ) (b : ι → ℝ) (k : ℕ) : ι → ℝ :=
  (stepMatrix D V) ^ k *ᵥ leadingAmp D b

/-- The truncated amplitudes `t_n`, the sum of the first `n` corrections,
for invertible `D`. -/
def amplitude (D V : Matrix ι ι ℝ) (b : ι → ℝ) (n : ℕ) : ι → ℝ :=
  ∑ k ∈ Finset.range n, orderAmp D V b k

/-- The linearized coupled-cluster energy functional `2 b·x + xᵀ (D + V) x`. -/
def lccFunctional (D V : Matrix ι ι ℝ) (b x : ι → ℝ) : ℝ :=
  2 * (b ⬝ᵥ x) + x ⬝ᵥ ((D + V) *ᵥ x)

omit [DecidableEq ι] in
/-- A real symmetric matrix can be moved from one side of a scalar product to the other. -/
lemma symm_move {A : Matrix ι ι ℝ} (hA : A.IsSymm) (x y : ι → ℝ) :
    (A *ᵥ x) ⬝ᵥ y = x ⬝ᵥ (A *ᵥ y) := by
  rw [Matrix.dotProduct_mulVec, ← Matrix.mulVec_transpose, hA.eq]

omit [DecidableEq ι] in
private lemma dot_sum (x : ι → ℝ) (f : ℕ → ι → ℝ) (n : ℕ) :
    x ⬝ᵥ (∑ k ∈ Finset.range n, f k) = ∑ k ∈ Finset.range n, x ⬝ᵥ f k := by
  induction n with
  | zero => simp
  | succ n ih => rw [Finset.sum_range_succ, Finset.sum_range_succ, dotProduct_add, ih]

/-- For invertible `D`, the leading amplitudes solve `D t = -b`. -/
theorem orderAmp_zero (D V : Matrix ι ι ℝ) (b : ι → ℝ) (hD : IsUnit D.det) :
    D *ᵥ orderAmp D V b 0 = -b := by
  simp [orderAmp, leadingAmp, Matrix.mulVec_neg, Matrix.mulVec_mulVec,
    Matrix.mul_nonsing_inv D hD]

/-- For invertible `D`, each amplitude correction is driven by the previous one through
the coupling `V`. -/
theorem orderAmp_succ (D V : Matrix ι ι ℝ) (b : ι → ℝ) (hD : IsUnit D.det) (k : ℕ) :
    D *ᵥ orderAmp D V b (k + 1) = -(V *ᵥ orderAmp D V b k) := by
  have h : D * stepMatrix D V = -V := by
    rw [stepMatrix, mul_neg, ← mul_assoc, Matrix.mul_nonsing_inv D hD, one_mul]
  have hs : orderAmp D V b (k + 1) = stepMatrix D V *ᵥ orderAmp D V b k := by
    simp only [orderAmp, pow_succ', Matrix.mulVec_mulVec]
  rw [hs, Matrix.mulVec_mulVec, h, Matrix.neg_mulVec]

/-- For invertible `D`, the truncated amplitudes violate the linearized coupled-cluster
equations only by the first omitted correction, multiplied by `-D`. -/
theorem residual (D V : Matrix ι ι ℝ) (b : ι → ℝ) (hD : IsUnit D.det) (n : ℕ) :
    (D + V) *ᵥ amplitude D V b n + b = -(D *ᵥ orderAmp D V b n) := by
  induction n with
  | zero => simp [amplitude, orderAmp_zero D V b hD]
  | succ n ih =>
    have hs : amplitude D V b (n + 1) = amplitude D V b n + orderAmp D V b n :=
      Finset.sum_range_succ _ _
    have e := Matrix.add_mulVec D V (orderAmp D V b n)
    rw [hs, Matrix.mulVec_add, e, orderAmp_succ D V b hD n]
    linear_combination (norm := module) ih

/-- For symmetric invertible `D` and symmetric `V`, the `D`-weighted overlap of two amplitude
corrections is minus the energy term whose order index is the sum of theirs. -/
theorem order_pairing (D V : Matrix ι ι ℝ) (b : ι → ℝ) (hD : IsUnit D.det)
    (hDs : D.IsSymm) (hVs : V.IsSymm) (j k : ℕ) :
    orderAmp D V b j ⬝ᵥ (D *ᵥ orderAmp D V b k) = -(b ⬝ᵥ orderAmp D V b (j + k)) := by
  induction j generalizing k with
  | zero => rw [← symm_move hDs, orderAmp_zero D V b hD, neg_dotProduct, zero_add]
  | succ j ih =>
    -- one power of the coupling is handed from the left factor to the right one
    have e := ih (k + 1)
    rw [orderAmp_succ D V b hD k, dotProduct_neg] at e
    rw [← symm_move hDs, orderAmp_succ D V b hD j, neg_dotProduct, symm_move hVs, e,
      show j + 1 + k = j + (k + 1) by omega]

/-- Wigner's rule for linearized coupled cluster: for symmetric invertible `D` and symmetric
`V`, the energy functional at the sum of the first `n` amplitude corrections equals the sum of
the first `2n` energy terms. -/
theorem wigner_rule (D V : Matrix ι ι ℝ) (b : ι → ℝ) (hD : IsUnit D.det)
    (hDs : D.IsSymm) (hVs : V.IsSymm) (n : ℕ) :
    lccFunctional D V b (amplitude D V b n) =
      ∑ k ∈ Finset.range (2 * n), b ⬝ᵥ orderAmp D V b k := by
  have hr := residual D V b hD n
  have e : (D + V) *ᵥ amplitude D V b n = -b - D *ᵥ orderAmp D V b n := by
    linear_combination (norm := module) hr
  -- the first n energy terms
  have h1 : b ⬝ᵥ amplitude D V b n = ∑ k ∈ Finset.range n, b ⬝ᵥ orderAmp D V b k :=
    dot_sum _ _ _
  -- the next n energy terms come from the residual
  have h2 : amplitude D V b n ⬝ᵥ (D *ᵥ orderAmp D V b n) =
      -∑ k ∈ Finset.range n, b ⬝ᵥ orderAmp D V b (n + k) := by
    rw [dotProduct_comm, amplitude, dot_sum, ← Finset.sum_neg_distrib]
    refine Finset.sum_congr rfl fun k _ => ?_
    rw [dotProduct_comm, order_pairing D V b hD hDs hVs, add_comm k n]
  rw [lccFunctional, e, dotProduct_sub, dotProduct_neg,
    dotProduct_comm (amplitude D V b n) b, h2, h1, show 2 * n = n + n by omega,
    Finset.sum_range_add]
  ring

/-- For coupling strength `l` multiplying both `V` and `b`, the amplitude correction with
index `k` scales as `l ^ (k + 1)`. -/
theorem orderAmp_scaling (D V : Matrix ι ι ℝ) (b : ι → ℝ) (l : ℝ) (k : ℕ) :
    orderAmp D (l • V) (l • b) k = l ^ (k + 1) • orderAmp D V b k := by
  have h1 : stepMatrix D (l • V) = l • stepMatrix D V := by
    rw [stepMatrix, stepMatrix, Matrix.mul_smul, smul_neg]
  have h2 : leadingAmp D (l • b) = l • leadingAmp D b := by
    rw [leadingAmp, leadingAmp, Matrix.mulVec_smul, smul_neg]
  unfold orderAmp
  rw [h1, h2, smul_pow, Matrix.smul_mulVec, Matrix.mulVec_smul, smul_smul, pow_succ]

/-- The `2n+1` rule: with `V` and `b` scaled by a coupling strength `l`, `D` symmetric and
invertible and `V` symmetric, amplitudes through order `n` in `l` give the energy terms of
orders `2` through `2n+1`, and the functional contains no others. -/
theorem wigner_rule_orders (D V : Matrix ι ι ℝ) (b : ι → ℝ) (hD : IsUnit D.det)
    (hDs : D.IsSymm) (hVs : V.IsSymm) (l : ℝ) (n : ℕ) :
    lccFunctional D (l • V) (l • b)
        (∑ k ∈ Finset.range n, l ^ (k + 1) • orderAmp D V b k) =
      ∑ k ∈ Finset.range (2 * n), l ^ (k + 2) * (b ⬝ᵥ orderAmp D V b k) := by
  have ha : ∑ k ∈ Finset.range n, l ^ (k + 1) • orderAmp D V b k =
      amplitude D (l • V) (l • b) n :=
    Finset.sum_congr rfl fun k _ => (orderAmp_scaling D V b l k).symm
  rw [ha, wigner_rule D (l • V) (l • b) hD hDs (hVs.smul l)]
  refine Finset.sum_congr rfl fun k _ => ?_
  rw [orderAmp_scaling, smul_dotProduct, dotProduct_smul, smul_eq_mul, smul_eq_mul]
  ring

/-- For symmetric invertible `D`, symmetric `V` and any solution `t` of the linearized
coupled-cluster equations, the energy `b·t` differs from the functional at `t_n` by exactly
`b·(M ^ (2n) t)`. -/
theorem energy_remainder (D V : Matrix ι ι ℝ) (b t : ι → ℝ) (hD : IsUnit D.det)
    (hDs : D.IsSymm) (hVs : V.IsSymm) (ht : (D + V) *ᵥ t + b = 0) (n : ℕ) :
    b ⬝ᵥ t = lccFunctional D V b (amplitude D V b n) +
      b ⬝ᵥ ((stepMatrix D V) ^ (2 * n) *ᵥ t) := by
  -- the solution is a fixed point of the amplitude update
  have hfix : t = leadingAmp D b + stepMatrix D V *ᵥ t := by
    have h1 : D *ᵥ t = -b - V *ᵥ t := by
      rw [Matrix.add_mulVec] at ht
      linear_combination (norm := module) ht
    calc t = D⁻¹ *ᵥ (D *ᵥ t) := by
          rw [Matrix.mulVec_mulVec, Matrix.nonsing_inv_mul D hD, Matrix.one_mulVec]
      _ = D⁻¹ *ᵥ (-b - V *ᵥ t) := by rw [h1]
      _ = leadingAmp D b + stepMatrix D V *ᵥ t := by
          simp only [leadingAmp, stepMatrix, Matrix.mulVec_sub, Matrix.mulVec_neg,
            Matrix.neg_mulVec, Matrix.mulVec_mulVec]
          abel
  -- iterating the update m times
  have hexp : ∀ m : ℕ, t = amplitude D V b m + (stepMatrix D V) ^ m *ᵥ t := by
    intro m
    induction m with
    | zero => simp [amplitude]
    | succ m ih =>
      have hs : amplitude D V b (m + 1) = amplitude D V b m + orderAmp D V b m :=
        Finset.sum_range_succ _ _
      have e : (stepMatrix D V) ^ m *ᵥ t =
          orderAmp D V b m + (stepMatrix D V) ^ (m + 1) *ᵥ t := by
        conv_lhs => rw [hfix]
        rw [orderAmp, Matrix.mulVec_add, Matrix.mulVec_mulVec, ← pow_succ]
      rw [hs]
      linear_combination (norm := module) ih + e
  calc b ⬝ᵥ t = b ⬝ᵥ (amplitude D V b (2 * n) + (stepMatrix D V) ^ (2 * n) *ᵥ t) :=
        congrArg (fun x => b ⬝ᵥ x) (hexp (2 * n))
    _ = _ := by
        rw [dotProduct_add, wigner_rule D V b hD hDs hVs, amplitude, dot_sum]

end

end LinearizedCCWigner
```

```lean
#print axioms LinearizedCCWigner.wigner_rule
#print axioms LinearizedCCWigner.wigner_rule_orders
#print axioms LinearizedCCWigner.energy_remainder
```

```
'LinearizedCCWigner.wigner_rule' depends on axioms: [propext, Classical.choice, Quot.sound]
'LinearizedCCWigner.wigner_rule_orders' depends on axioms: [propext, Classical.choice, Quot.sound]
'LinearizedCCWigner.energy_remainder' depends on axioms: [propext, Classical.choice, Quot.sound]
```

**The proof in Lean.** `orderAmp_zero` and `orderAmp_succ` are the two relations for D a_0 and D a_{k+1}. `residual` carries out the telescoping by induction on n; `linear_combination` with `module` closes the vector algebra.

`order_pairing` is an induction on j with k left general, because the induction hypothesis is needed at k + 1. Its rewrites use `symm_move` for D and then for V, in the same sequence as the displayed chain.

In `wigner_rule`, `e` solves the residual equation for (D + V) t_n. The step `h1` gives the first n energy terms, and `h2` turns the pairing of t_n with the residual into the next n. `Finset.sum_range_add` splits the target sum at n, so that the two sides match.

`wigner_rule_orders` applies `wigner_rule` to the scaled V and b, with `orderAmp_scaling` supplying the powers of l. In `energy_remainder`, `hfix` is the fixed-point equation and `hexp` its m-fold iteration; the final calculation takes m = 2n and uses `wigner_rule` to write J(t_n) as the same sum of energy terms.
